# A final-minus-initial ground-state energy difference computed in a subspace containing the initial ground state is an upper bound

Let $H_0$, $H_1$ be Hermitian operators on a finite-dimensional complex space $E$, with lowest eigenvalues $e_0$, $e_1$. Let $W$ be a subspace containing a ground state of $H_0$, and $m_0$, $m_1$ the minima of $\langle v,H_0v\rangle$ and $\langle v,H_1v\rangle$ over unit vectors $v\in W$. Then
$$m_1-m_0\ \ge\ e_1-e_0,$$
with equality if and only if $W$ also contains a ground state of $H_1$.

In a finite model of core ionisation where $H_0$ and $H_1$ describe the same spectator electrons without and with the core-hole potential, $e_1-e_0$ is the binding energy up to a constant, the core electron's own energy, which in the model depends neither on the state of the spectators nor on $W$. A space $W$ exact for the initial state then errs on the high side by the relaxation it misses, $m_1-e_1\ge0$. Here $W$ is linear, which the set of single determinants varied in a self-consistent-field calculation in general is not (one electron, or one hole in the spin-orbital basis, is an exception), and the final state is the lowest state of $H_1$, not an excited one.

## States, energies and minima

```lean
import Mathlib

open scoped InnerProductSpace
open Module

namespace RestrictedBindingEnergy

noncomputable section

variable {E : Type*} [NormedAddCommGroup E] [InnerProductSpace ℂ E]
```

`E` is a complex vector space with an inner product, the space of state vectors.

```lean
/-- The energy `Re ⟨v, H v⟩` of the state vector `v` for the Hamiltonian `H`. -/
def energy (H : E →ₗ[ℂ] E) (v : E) : ℝ := (⟪v, H v⟫_ℂ).re
```

A Hamiltonian is a linear map, `E →ₗ[ℂ] E`. The bracket `⟪v, H v⟫_ℂ` is conjugate-linear in its first slot, as in Dirac notation, and $\mathcal E_H(v)=\operatorname{Re}\langle v,Hv\rangle$ is not divided by $\|v\|^2$. For Hermitian $H$ the bracket is already real.

```lean
/-- `m` is the minimum of the energy of `H` over unit vectors of the subspace `W`. -/
def IsMinEnergy (H : E →ₗ[ℂ] E) (W : Submodule ℂ E) (m : ℝ) : Prop :=
  IsLeast {x | ∃ v ∈ W, ‖v‖ = 1 ∧ energy H v = x} m
```

`IsLeast` says that $m$ belongs to $\{\mathcal E_H(v): v\in W,\ \|v\|=1\}$ and bounds it from below, so the minimum is attained.

```lean
/-- `ψ` is an eigenvector of `H` for the eigenvalue `e`, and no real eigenvalue of `H`
lies below `e`. -/
structure IsGroundState (H : E →ₗ[ℂ] E) (e : ℝ) (ψ : E) : Prop where
  ne_zero : ψ ≠ 0
  eigen : H ψ = (e : ℂ) • ψ
  lowest : ∀ (μ : ℝ) (φ : E), φ ≠ 0 → H φ = (μ : ℂ) • φ → e ≤ μ
```

A ground state is a nonzero $\psi$, not necessarily normalised, with $H\psi=e\psi$, where $e\le\mu$ for every real eigenvalue $\mu$. Degeneracy is allowed. A theorem that needs a ground state takes one as given.

## The variational bound

```lean
/-- Variational principle: for a Hermitian `H` in finite dimension with lowest eigenvalue `e`,
every vector satisfies `e ‖v‖² ≤ ⟨v, H v⟩`. -/
theorem variational [FiniteDimensional ℂ E] {H : E →ₗ[ℂ] E} (hH : H.IsSymmetric)
    {e : ℝ} {ψ : E} (hψ : IsGroundState H e ψ) (v : E) :
    e * ‖v‖ ^ 2 ≤ energy H v := by
  have hn : finrank ℂ E = finrank ℂ E := rfl
  obtain ⟨b, ev, hb⟩ : ∃ (b : OrthonormalBasis (Fin (finrank ℂ E)) ℂ E)
      (ev : Fin (finrank ℂ E) → ℝ), ∀ i, H (b i) = (ev i : ℂ) • b i :=
    ⟨hH.eigenvectorBasis hn, hH.eigenvalues hn, fun i => hH.apply_eigenvectorBasis hn i⟩
  -- expand the energy and the norm in the eigenbasis
  have hc : ∀ i, ⟪v, b i⟫_ℂ * ⟪b i, v⟫_ℂ = ((‖⟪b i, v⟫_ℂ‖ ^ 2 : ℝ) : ℂ) := by
    intro i
    rw [← inner_conj_symm v (b i), mul_comm, Complex.mul_conj, Complex.normSq_eq_norm_sq]
  have hterm : ∀ i, ⟪v, b i⟫_ℂ * ⟪b i, H v⟫_ℂ = ((ev i * ‖⟪b i, v⟫_ℂ‖ ^ 2 : ℝ) : ℂ) := by
    intro i
    rw [← hH (b i) v, hb i, inner_smul_left, Complex.conj_ofReal, Complex.ofReal_mul, ← hc i]
    ring
  have hE : energy H v = ∑ i, ev i * ‖⟪b i, v⟫_ℂ‖ ^ 2 := by
    unfold energy
    rw [← b.sum_inner_mul_inner v (H v), Complex.re_sum]
    exact Finset.sum_congr rfl fun i _ => by rw [hterm i, Complex.ofReal_re]
  have hN : ‖v‖ ^ 2 = ∑ i, ‖⟪b i, v⟫_ℂ‖ ^ 2 := by
    have h1 : (⟪v, v⟫_ℂ).re = ‖v‖ ^ 2 := inner_self_eq_norm_sq (𝕜 := ℂ) v
    rw [← h1, ← b.sum_inner_mul_inner v v, Complex.re_sum]
    exact Finset.sum_congr rfl fun i _ => by rw [hc i, Complex.ofReal_re]
  rw [hE, hN, Finset.mul_sum]
  refine Finset.sum_le_sum fun i _ => ?_
  exact mul_le_mul_of_nonneg_right
    (hψ.lowest (ev i) (b i) (b.orthonormal.ne_zero i) (hb i)) (sq_nonneg _)
```

`H.IsSymmetric` means $\langle Hx,y\rangle=\langle x,Hy\rangle$. Take an orthonormal eigenbasis $b_i$ with eigenvalues $\lambda_i$ (`ev i`) and set $c_i=\langle b_i,v\rangle$. Inserting the completeness relation gives
$$\mathcal E_H(v)=\sum_i\langle v,b_i\rangle\langle b_i,Hv\rangle=\sum_i\lambda_i|c_i|^2,\qquad \|v\|^2=\sum_i|c_i|^2,$$
which are `hE` and `hN`; `hterm` moves $H$ onto $b_i$. Since $e\le\lambda_i$, comparing term by term (`Finset.sum_le_sum`) yields $e\|v\|^2\le\mathcal E_H(v)$.

```lean
/-- In finite dimension the energy attains a minimum over the unit vectors of any nonzero
subspace. -/
theorem exists_isMinEnergy [FiniteDimensional ℂ E] (H : E →ₗ[ℂ] E) {W : Submodule ℂ E}
    (hW : W ≠ ⊥) : ∃ m, IsMinEnergy H W m := by
  have : ProperSpace E := FiniteDimensional.proper ℂ E
  have hK : IsCompact (Metric.sphere (0 : E) 1 ∩ (W : Set E)) :=
    (isCompact_sphere 0 1).inter_right W.closed_of_finiteDimensional
  obtain ⟨w, hwW, hw⟩ := Submodule.exists_mem_ne_zero_of_ne_bot hW
  have hne : (Metric.sphere (0 : E) 1 ∩ (W : Set E)).Nonempty :=
    ⟨(‖w‖⁻¹ : ℂ) • w, mem_sphere_zero_iff_norm.2 (norm_smul_inv_norm (𝕜 := ℂ) hw),
      W.smul_mem _ hwW⟩
  have hcont : Continuous (energy H) :=
    Complex.continuous_re.comp
      (Continuous.inner continuous_id H.continuous_of_finiteDimensional)
  obtain ⟨u, hu, hmin⟩ := hK.exists_isMinOn hne hcont.continuousOn
  refine ⟨energy H u, ⟨u, hu.2, mem_sphere_zero_iff_norm.1 hu.1, rfl⟩, ?_⟩
  rintro x ⟨v, hv, hv1, rfl⟩
  exact isMinOn_iff.1 hmin v ⟨mem_sphere_zero_iff_norm.2 hv1, hv⟩
```

Every nonzero subspace (`W ≠ ⊥`) has a minimum, for any linear $H$. The unit sphere of $W$ is compact (`hK`), contains $w/\|w\|$ for a nonzero $w\in W$ (`hne`), and the energy is continuous (`hcont`). In the main theorem $W$ contains a nonzero vector, so $m_0$ and $m_1$ exist.

```lean
/-- The minimum energy over unit vectors of any subspace is at least the lowest eigenvalue. -/
theorem ground_le_min [FiniteDimensional ℂ E] {H : E →ₗ[ℂ] E} (hH : H.IsSymmetric)
    {e m : ℝ} {ψ : E} (hψ : IsGroundState H e ψ) {W : Submodule ℂ E}
    (hm : IsMinEnergy H W m) : e ≤ m := by
  obtain ⟨v, _, hv1, hv⟩ := hm.1
  have h := variational hH hψ v
  rw [hv1, hv] at h
  linarith
```

Here $H$ is Hermitian again. The minimum is attained at some unit $v$, and the variational bound there reads $e\le m$. Without Hermiticity this can fail: on $\mathbb C^2$ the map $(x,y)\mapsto(y,0)$ has $0$ as its only eigenvalue, but its minimum energy over all unit vectors is $-\tfrac12$.

```lean
/-- If the subspace contains a lowest eigenvector, the minimum energy over its unit vectors
is the lowest eigenvalue. -/
theorem isMinEnergy_of_ground_mem [FiniteDimensional ℂ E] {H : E →ₗ[ℂ] E}
    (hH : H.IsSymmetric) {e : ℝ} {ψ : E} (hψ : IsGroundState H e ψ) {W : Submodule ℂ E}
    (hW : ψ ∈ W) : IsMinEnergy H W e := by
  constructor
  · -- the normalised ground state lies in `W` and has energy `e`
    obtain ⟨u, huW, hu1, hu⟩ : ∃ u ∈ W, ‖u‖ = 1 ∧ H u = (e : ℂ) • u :=
      ⟨(‖ψ‖⁻¹ : ℂ) • ψ, W.smul_mem _ hW, norm_smul_inv_norm (𝕜 := ℂ) hψ.ne_zero, by
        rw [map_smul, hψ.eigen, smul_comm]⟩
    refine ⟨u, huW, hu1, ?_⟩
    have h1 : (⟪u, u⟫_ℂ).re = ‖u‖ ^ 2 := inner_self_eq_norm_sq (𝕜 := ℂ) u
    unfold energy
    rw [hu, inner_smul_right, Complex.re_ofReal_mul, h1, hu1]
    ring
  · rintro x ⟨v, _, hv1, rfl⟩
    have h := variational hH hψ v
    rw [hv1] at h
    linarith
```

This too is for Hermitian $H$. If $\psi\in W$, then $u=\psi/\|\psi\|$ lies in $W$ and $\mathcal E_H(u)=e\langle u,u\rangle=e$, so $e$ is attained. The variational bound shows that no unit vector goes lower. These are the two branches after `constructor`.

## Saturating the bound forces an eigenvector

```lean
/-- If `e ‖x‖² ≤ ⟨x, H x⟩` for all `x` with `H` Hermitian, a vector that saturates the bound
satisfies `H v = e v`. -/
theorem eigen_of_energy_eq {H : E →ₗ[ℂ] E} (hH : H.IsSymmetric) {e : ℝ}
    (hb : ∀ x, e * ‖x‖ ^ 2 ≤ energy H x) {v : E} (hv : energy H v = e * ‖v‖ ^ 2) :
    H v = (e : ℂ) • v := by
  have hn : ∀ x : E, (⟪x, x⟫_ℂ).re = ‖x‖ ^ 2 := fun x => inner_self_eq_norm_sq (𝕜 := ℂ) x
  obtain ⟨r, hr⟩ : ∃ r, H v = r + (e : ℂ) • v := ⟨H v - (e : ℂ) • v, by abel⟩
  have hs : (⟪v, r⟫_ℂ).re = (⟪r, v⟫_ℂ).re := inner_re_symm (𝕜 := ℂ) v r
  have h1 : (⟪r, H v⟫_ℂ).re = ‖r‖ ^ 2 + e * (⟪r, v⟫_ℂ).re := by
    rw [hr, inner_add_right, inner_smul_right, Complex.add_re, Complex.re_ofReal_mul, hn]
  have h2 : (⟪v, H r⟫_ℂ).re = (⟪r, H v⟫_ℂ).re := by
    rw [← hH v r]
    exact inner_re_symm (𝕜 := ℂ) (H v) r
  -- the bound at the displaced vector `v - t r`
  have key : ∀ t : ℝ, 0 ≤ -2 * t * ‖r‖ ^ 2 + t ^ 2 * (energy H r - e * ‖r‖ ^ 2) := by
    intro t
    have h := hb (v - (t : ℂ) • r)
    rw [← hn] at h
    unfold energy at h hv ⊢
    simp only [map_sub, map_smul, inner_sub_left, inner_sub_right, inner_smul_left,
      inner_smul_right, Complex.conj_ofReal, Complex.sub_re, Complex.re_ofReal_mul,
      mul_sub] at h
    rw [hn v, hn r, hv, h2, h1, hs] at h
    nlinarith [h]
  -- a quadratic in `t` vanishing at `0` and nonnegative has no linear term
  have hd := discrim_le_zero (a := energy H r - e * ‖r‖ ^ 2) (b := -2 * ‖r‖ ^ 2) (c := 0)
    (fun t => by nlinarith [key t])
  unfold discrim at hd
  have h0 : (‖r‖ ^ 2) ^ 2 = 0 := le_antisymm (by nlinarith [hd]) (sq_nonneg _)
  have hr0 : r = 0 := by simpa using h0
  rw [hr, hr0, zero_add]
```

Suppose $Q(x)=\mathcal E_H(x)-e\|x\|^2\ge0$ for all $x$, and $Q(v)=0$. Let $r=Hv-ev$ be the residual and $t$ real. Hermiticity makes the two cross terms equal in real part (`h2`, `hs`), so
$$0\le Q(v-tr)=Q(v)-2t\operatorname{Re}\langle r,(H-e)v\rangle+t^2Q(r)=-2t\|r\|^2+t^2Q(r).$$
This is `key`. For small positive $t$ the linear term would make the right side negative unless $r=0$. Lean says the same through `discrim_le_zero`: a polynomial $at^2+bt+c$ that is never negative has $b^2-4ac\le0$, and $b=-2\|r\|^2$, $c=0$ give $4\|r\|^4\le0$. Finite dimension is not used here.

## The energy difference in the subspace

```lean
/-- Let `H0`, `H1` be Hermitian with lowest eigenvalues `e0`, `e1`, and let `W` contain a lowest
eigenvector of `H0`. The difference of the minima over unit vectors of `W` is at least
`e1 - e0`, with equality exactly when `W` contains a lowest eigenvector of `H1`. -/
theorem restricted_binding_energy [FiniteDimensional ℂ E] {H0 H1 : E →ₗ[ℂ] E}
    (hH0 : H0.IsSymmetric) (hH1 : H1.IsSymmetric) {e0 e1 m0 m1 : ℝ} {ψ0 ψ1 : E}
    (hψ0 : IsGroundState H0 e0 ψ0) (hψ1 : IsGroundState H1 e1 ψ1)
    {W : Submodule ℂ E} (hW : ψ0 ∈ W)
    (hm0 : IsMinEnergy H0 W m0) (hm1 : IsMinEnergy H1 W m1) :
    e1 - e0 ≤ m1 - m0 ∧ (m1 - m0 = e1 - e0 ↔ ∃ φ ∈ W, IsGroundState H1 e1 φ) := by
  -- the initial state is exact in `W`, the final state is variational
  have h0 : m0 = e0 := IsLeast.unique hm0 (isMinEnergy_of_ground_mem hH0 hψ0 hW)
  have h1 : e1 ≤ m1 := ground_le_min hH1 hψ1 hm1
  refine ⟨by linarith, fun h => ?_, ?_⟩
  · obtain ⟨v, hvW, hv1, hv⟩ := hm1.1
    have hne : v ≠ 0 := by
      rintro rfl
      simp at hv1
    refine ⟨v, hvW, hne, eigen_of_energy_eq hH1 (variational hH1 hψ1) ?_, hψ1.lowest⟩
    rw [hv, hv1]
    linarith
  · rintro ⟨φ, hφW, hφ⟩
    have h2 : m1 = e1 := IsLeast.unique hm1 (isMinEnergy_of_ground_mem hH1 hφ hφW)
    rw [h0, h2]
```

The hypothesis `hW : ψ0 ∈ W` stands for a basis that represents the initial state exactly; it is assumed, and a practical basis usually meets it only approximately. The vector $\psi_1$ serves only to fix $e_1$.

Both $m_0$ and $e_0$ are least elements of the same set, so $m_0=e_0$ (`h0`, by `IsLeast.unique`), while $e_1\le m_1$ (`h1`). Hence
$$m_1-m_0=m_1-e_0\ge e_1-e_0 .$$
If equality holds, then $m_1=e_1$, so the unit minimiser $v\in W$ has $\mathcal E_{H_1}(v)=e_1\|v\|^2$ and `eigen_of_energy_eq` makes it a ground state of $H_1$. Conversely, a ground state $\varphi\in W$ of $H_1$, which may differ from $\psi_1$ when the level is degenerate, gives $m_1=e_1$ (`h2`) and with it equality.

```lean
/-- With `M0`, `M1` the minima over all unit vectors and `m0`, `m1` those over unit vectors of
a subspace `W` containing a lowest eigenvector of the Hermitian `H0`,
one has `M1 - M0 ≤ m1 - m0`. -/
theorem full_le_restricted [FiniteDimensional ℂ E] {H0 H1 : E →ₗ[ℂ] E}
    (hH0 : H0.IsSymmetric) {e0 M0 M1 m0 m1 : ℝ} {ψ0 : E}
    (hψ0 : IsGroundState H0 e0 ψ0) {W : Submodule ℂ E} (hW : ψ0 ∈ W)
    (hM0 : IsMinEnergy H0 ⊤ M0) (hM1 : IsMinEnergy H1 ⊤ M1)
    (hm0 : IsMinEnergy H0 W m0) (hm1 : IsMinEnergy H1 W m1) :
    M1 - M0 ≤ m1 - m0 := by
  have h0 : m0 = e0 := IsLeast.unique hm0 (isMinEnergy_of_ground_mem hH0 hψ0 hW)
  have h0' : M0 = e0 :=
    IsLeast.unique hM0 (isMinEnergy_of_ground_mem hH0 hψ0 Submodule.mem_top)
  obtain ⟨v, _, hv1, hv⟩ := hm1.1
  have h1 : M1 ≤ m1 := hM1.2 ⟨v, Submodule.mem_top, hv1, hv⟩
  linarith

end

end RestrictedBindingEnergy
```

Here `⊤` is the whole space, and $M_0$, $M_1$ are the minima over all unit vectors. Again $m_0=e_0$, and $M_0=e_0$ for the same reason. The minimiser for $m_1$ is one of the competitors for $M_1$, so $M_1\le m_1$ and $M_1-M_0\le m_1-m_0$. This inequality holds for any linear $H_1$, Hermitian or not. For Hermitian $H_1$ with a ground state, `isMinEnergy_of_ground_mem` applied to `⊤` identifies $M_1$ with $e_1$.

```lean
#print axioms RestrictedBindingEnergy.exists_isMinEnergy
-- 'RestrictedBindingEnergy.exists_isMinEnergy' depends on axioms: [propext, Classical.choice, Quot.sound]
#print axioms RestrictedBindingEnergy.isMinEnergy_of_ground_mem
-- 'RestrictedBindingEnergy.isMinEnergy_of_ground_mem' depends on axioms: [propext, Classical.choice, Quot.sound]
#print axioms RestrictedBindingEnergy.restricted_binding_energy
-- 'RestrictedBindingEnergy.restricted_binding_energy' depends on axioms: [propext, Classical.choice, Quot.sound]
#print axioms RestrictedBindingEnergy.full_le_restricted
-- 'RestrictedBindingEnergy.full_le_restricted' depends on axioms: [propext, Classical.choice, Quot.sound]
```

## A subspace that misses the initial ground state

The following two-level example is plain arithmetic and is not among the theorems above. Take $E=\mathbb C^2$, $H_0=\operatorname{diag}(0,1)$, $H_1=\operatorname{diag}(3,2)$, and let $W$ be spanned by $(0,1)$. Then $e_0=0$ and $e_1=2$, while every unit vector of $W$ is a phase times $(0,1)$, so $m_0=1$ and $m_1=2$. The ground state $(1,0)$ of $H_0$ is not in $W$, and
$$m_1-m_0=1<2=e_1-e_0 .$$
The inequality is reversed, and the equality criterion fails too, since $W$ does contain the ground state of $H_1$. Each of $m_0$ and $m_1$ is still an upper bound, but the difference of two upper bounds can err in either direction.
